# High- and low-temperature isotope ratios of harmonic hydrogen hopping rates

A hydrogen atom dissolved in a metal vibrates in an interstitial site and occasionally hops over a saddle to the next one. Deuterium sees the same potential but vibrates more slowly. Which isotope hops faster, and does the answer depend on temperature?

## The rate and its isotope ratio

Let $b=1/(k_BT)$ and $\hbar=1$. The well has angular frequencies $a_i$, the saddle has real frequencies $c_j$, and the classical barrier is $E$. A harmonic mode of frequency $w$ has the partition function
$$Z_w=\sum_{n\ge 0}e^{-bw(n+1/2)}=\frac{e^{-bw/2}}{1-e^{-bw}}=\frac{1}{2\sinh(bw/2)}.$$
Harmonic transition-state theory, with classical motion along the unstable direction, gives the rate
$$\Gamma=\frac{1}{2\pi b}\,\frac{\prod_j Z_{c_j}}{\prod_i Z_{a_i}}\,e^{-bE}.$$
Apart from $e^{-bE}/(2\pi b)$ and powers of 2, which are the same for both isotopes, this is
$$F(b)=\frac{\prod_i\sinh(ba_i/2)}{\prod_j\sinh(bc_j/2)}.$$
The formal development takes this factor as its definition; the rate expression behind it is physical input. The finite types `ι` and `κ` label the well and saddle modes.

```lean
import Mathlib

open Filter Topology

namespace HydrogenIsotopeDiffusion

noncomputable section

variable {ι κ : Type*} [Fintype ι] [Fintype κ]

/-- Frequency-dependent factor of the harmonic hopping rate at inverse temperature `b` (`ħ = 1`),
with well frequencies `a` and real saddle frequencies `c`, for nonzero `b` and `c`. -/
def rateFactor (a : ι → ℝ) (c : κ → ℝ) (b : ℝ) : ℝ :=
  (∏ i, Real.sinh (b * a i / 2)) / (∏ j, Real.sinh (b * c j / 2))
```

If only the hydrogen atom moves and the metal atoms stay fixed, the heavier isotope has every frequency multiplied by the same factor $s$, the square root of the light-to-heavy mass ratio. This is assumed from here on. The light-to-heavy rate ratio $\rho(b)$ is $F(b)$ divided by the same expression with frequencies $sa_i$ and $sc_j$.

```lean
/-- Light-to-heavy ratio of the rate factors, where the heavier isotope has all frequencies
multiplied by `s`, for nonzero `b`, `s` and frequencies. -/
def isotopeRatio (s : ℝ) (a : ι → ℝ) (c : κ → ℝ) (b : ℝ) : ℝ :=
  rateFactor a c b / rateFactor (fun i => s * a i) (fun j => s * c j) b
```

One mode contributes
$$g_w(b)=\frac{\sinh(bw/2)}{\sinh(bsw/2)}.$$

```lean
/-- Factor that one mode of frequency `w` contributes to the isotope ratio, for nonzero
`b`, `s` and `w`. -/
def modeGain (s w b : ℝ) : ℝ := Real.sinh (b * w / 2) / Real.sinh (b * (s * w) / 2)
```

Regrouping the four products gives
$$\rho(b)=\frac{\prod_i g_{a_i}(b)}{\prod_j g_{c_j}(b)}.$$
In Lean, `Finset.prod_div_distrib` splits the products of quotients and `div_div_div_comm` exchanges the two middle factors.

```lean
variable {a : ι → ℝ} {c : κ → ℝ} {s b w : ℝ}

/-- The isotope ratio is the product of the factors of the well modes divided by the product of
the factors of the saddle modes. -/
theorem isotopeRatio_eq :
    isotopeRatio s a c b = (∏ i, modeGain s (a i) b) / (∏ j, modeGain s (c j) b) := by
  simp only [isotopeRatio, rateFactor, modeGain, Finset.prod_div_distrib]
  exact div_div_div_comm _ _ _ _
```

## One mode at the two extremes of temperature

High temperature means $b\to0^+$, written `𝓝[>] 0`. The derivative of $\sinh(bk/2)$ at $b=0$ is $k/2$, so $\sinh(bk/2)/b\to k/2$ and
$$g_w(b)=\frac{\sinh(bw/2)/b}{\sinh(bsw/2)/b}\to\frac{w/2}{sw/2}=\frac1s.$$
The inner statement `h` is this slope limit, used for $k=w$ and $k=sw$. The last lines cancel $b$, which is nonzero on the approach from the right.

```lean
/-- At high temperature a mode with `s, w > 0` contributes the classical factor `1 / s`. -/
theorem modeGain_highT (hs : 0 < s) (hw : 0 < w) :
    Tendsto (modeGain s w) (𝓝[>] 0) (𝓝 (1 / s)) := by
  -- the slope of sinh at the origin
  have h : ∀ k : ℝ, Tendsto (fun b => Real.sinh (b * k / 2) / b) (𝓝[>] 0) (𝓝 (k / 2)) := by
    intro k
    have h1 : HasDerivAt (fun b : ℝ => b * k / 2) (k / 2) 0 := by
      simpa using ((hasDerivAt_id (0 : ℝ)).mul_const k).div_const 2
    have hd : HasDerivAt (fun b : ℝ => Real.sinh (b * k / 2)) (k / 2) 0 := by
      simpa using h1.sinh
    refine hd.tendsto_slope_zero_right.congr fun b => ?_
    simp only [zero_add, zero_mul, zero_div, Real.sinh_zero, sub_zero, smul_eq_mul]
    ring
  have hq := (h w).div (h (s * w)) (by positivity)
  have e : w / 2 / (s * w / 2) = 1 / s := by field_simp
  rw [e] at hq
  refine hq.congr' ?_
  filter_upwards [self_mem_nhdsWithin] with b hb
  have hb' : b ≠ 0 := ne_of_gt hb
  change Real.sinh (b * w / 2) / b / (Real.sinh (b * (s * w) / 2) / b) = modeGain s w b
  rw [div_div_div_cancel_right₀ hb', modeGain]
```

Low temperature means $b\to\infty$, written `atTop`. From $\sinh(x/2)=\tfrac12e^{x/2}(1-e^{-x})$,
$$g_w(b)\,e^{-b(1-s)w/2}=\frac{1-e^{-bw}}{1-e^{-bsw}}\to1.$$
The exponent contains the difference of the two isotopes' zero-point energies, $w/2-sw/2$. In the proof, `hS` is the identity for sinh, `hE` relates the two exponentials, and `alg` cancels them.

```lean
/-- At low temperature the factor of a mode with `s, w > 0` is asymptotic to
`exp (b (1 - s) w / 2)`, the exponential of `b` times the difference of zero-point energies. -/
theorem modeGain_lowT (hs : 0 < s) (hw : 0 < w) :
    Tendsto (fun b => modeGain s w b * Real.exp (-(b * ((1 - s) * w / 2)))) atTop (𝓝 1) := by
  have h : ∀ k : ℝ, 0 < k → Tendsto (fun b => 1 - Real.exp (-(b * k))) atTop (𝓝 1) := by
    intro k hk
    have h0 := (Real.tendsto_exp_neg_atTop_nhds_zero.comp
      (tendsto_id.atTop_mul_const hk)).const_sub 1
    simpa [Function.comp_def] using h0
  have hS : ∀ x : ℝ, Real.sinh (x / 2) = Real.exp (x / 2) / 2 * (1 - Real.exp (-x)) := by
    intro x
    have hx : Real.exp (-(x / 2)) = Real.exp (x / 2) * Real.exp (-x) := by
      rw [← Real.exp_add]
      congr 1
      ring
    rw [Real.sinh_eq, hx]
    ring
  have alg : ∀ X F u v : ℝ, X ≠ 0 → F ≠ 0 → u / v = X / 2 * u / (X * F / 2 * v) * F := by
    intro X F u v hX hF
    rw [div_mul_eq_mul_div, show X / 2 * u * F = (X * F / 2) * u by ring,
      mul_div_mul_left _ _ (by positivity)]
  have hq := (h w hw).div (h (s * w) (mul_pos hs hw)) one_ne_zero
  rw [div_one] at hq
  refine hq.congr fun b => ?_
  have hE : Real.exp (b * (s * w) / 2)
      = Real.exp (b * w / 2) * Real.exp (-(b * ((1 - s) * w / 2))) := by
    rw [← Real.exp_add]
    congr 1
    ring
  rw [modeGain, hS (b * w), hS (b * (s * w)), hE]
  exact alg _ _ _ _ (Real.exp_pos _).ne' (Real.exp_pos _).ne'
```

## The classical limit of the ratio

With $m$ saddle modes and $m+1$ well modes, all of positive frequency,
$$\rho(b)\to\frac{(1/s)^{m+1}}{(1/s)^m}=\frac1s.$$
The hypothesis `hcard` expresses that one well mode has become the unstable direction at the saddle. The proof takes the limit factor by factor with `tendsto_finsetProd` and cancels the common power.

```lean
/-- With positive frequencies, `s > 0` and one mode fewer at the saddle than in the well, the
isotope ratio tends to `1 / s` at high temperature. -/
theorem isotopeRatio_highT (hs : 0 < s) (ha : ∀ i, 0 < a i) (hc : ∀ j, 0 < c j)
    (hcard : Fintype.card ι = Fintype.card κ + 1) :
    Tendsto (isotopeRatio s a c) (𝓝[>] 0) (𝓝 (1 / s)) := by
  have hs' : 1 / s ≠ 0 := by positivity
  have h := (tendsto_finsetProd Finset.univ fun i _ => modeGain_highT hs (ha i)).div
    (tendsto_finsetProd Finset.univ fun j _ => modeGain_highT hs (hc j))
    (Finset.prod_ne_zero_iff.mpr fun _ _ => hs')
  rw [Finset.prod_const, Finset.prod_const, Finset.card_univ, Finset.card_univ, hcard, pow_succ,
    mul_div_cancel_left₀ _ (pow_ne_zero _ hs')] at h
  exact h.congr fun b => isotopeRatio_eq.symm
```

## Zero-point energy decides the cold limit

Put $\Delta=\sum_i a_i-\sum_j c_j$. Multiplying the one-mode limits gives
$$\rho(b)\,e^{-b(1-s)\Delta/2}\to1.$$
Restoring the exponential, with $0<s<1$, gives $\rho\to0$ for $\Delta<0$, $\rho\to1$ for $\Delta=0$ and $\rho\to\infty$ for $\Delta>0$. When $\Delta<0$, zero-point energy raises the barrier, and raises it more for the light isotope, which therefore hops more slowly once the temperature is low enough.

The limit above is `h` in the proof, and `hcancel` restores the exponential. The mode counts play no role here.

```lean
/-- For positive frequencies and `0 < s < 1`, the isotope ratio at low temperature tends to zero,
one or infinity according as the sum of the well frequencies is less than, equal to or greater
than the sum of the saddle frequencies. -/
theorem isotopeRatio_lowT (hs : 0 < s) (hs1 : s < 1) (ha : ∀ i, 0 < a i) (hc : ∀ j, 0 < c j) :
    (∑ i, a i < ∑ j, c j → Tendsto (isotopeRatio s a c) atTop (𝓝 0)) ∧
    (∑ i, a i = ∑ j, c j → Tendsto (isotopeRatio s a c) atTop (𝓝 1)) ∧
    (∑ j, c j < ∑ i, a i → Tendsto (isotopeRatio s a c) atTop atTop) := by
  -- the exponent is the sum of the well-mode exponents minus the sum of the saddle-mode exponents
  have h : Tendsto (fun b => isotopeRatio s a c b *
      Real.exp (-(b * ((1 - s) * (∑ i, a i - ∑ j, c j) / 2)))) atTop (𝓝 1) := by
    have h0 := (tendsto_finsetProd Finset.univ fun i _ => modeGain_lowT hs (ha i)).div
      (tendsto_finsetProd Finset.univ fun j _ => modeGain_lowT hs (hc j)) (by simp)
    simp only [Finset.prod_const_one, div_one] at h0
    refine h0.congr fun b => ?_
    simp only [isotopeRatio_eq, Pi.div_apply, Finset.prod_mul_distrib, ← Real.exp_sum]
    rw [mul_div_mul_comm, ← Real.exp_sub]
    congr 2
    simp only [Finset.sum_neg_distrib, ← Finset.mul_sum, ← Finset.sum_div]
    ring
  have hcancel : ∀ r x : ℝ, r * Real.exp (-x) * Real.exp x = r := by
    intro r x
    rw [mul_assoc, ← Real.exp_add, neg_add_cancel, Real.exp_zero, mul_one]
  refine ⟨fun hlt => ?_, fun heq => by simpa [heq] using h, fun hgt => ?_⟩
  · have hK : (1 - s) * (∑ i, a i - ∑ j, c j) / 2 < 0 := by
      linarith [mul_pos (sub_pos.mpr hs1) (sub_pos.mpr hlt)]
    have h2 := h.mul (Real.tendsto_exp_atBot.comp (tendsto_id.atTop_mul_const_of_neg hK))
    rw [mul_zero] at h2
    exact h2.congr fun b => hcancel _ _
  · have hK : 0 < (1 - s) * (∑ i, a i - ∑ j, c j) / 2 := by
      linarith [mul_pos (sub_pos.mpr hs1) (sub_pos.mpr hgt)]
    exact (h.pos_mul_atTop one_pos (Real.tendsto_exp_atTop.comp
      (tendsto_id.atTop_mul_const hK))).congr fun b => hcancel _ _
```

For harmonic rates computed from electronic-structure frequencies with the metal atoms held fixed in the vibrational analysis, the sign of $\Delta$ thus tells which isotope is faster in the cold limit of this model, which omits tunnelling and anharmonicity.

## Three equal well modes and two equal saddle modes

Set all $a_i=a$ and all $c_j=c$. The rate factor becomes
$$R(b,s)=\frac{\sinh(bsa/2)^3}{\sinh(bsc/2)^2},$$
with $s=1$ for the light isotope.

```lean
/-- The factor `sinh (b s a / 2) ^ 3 / sinh (b s c / 2) ^ 2` of a site with three equal well modes
and two equal saddle modes, for nonzero `b`, `s` and `c`. -/
def cubicFactor (a c b s : ℝ) : ℝ :=
  Real.sinh (b * s * a / 2) ^ 3 / Real.sinh (b * s * c / 2) ^ 2
```

Now $\rho(b)=R(b,1)/R(b,s)$ and $\Delta=3a-2c$. The ratio therefore tends to $1/s$ as $b\to0^+$; as $b\to\infty$ it tends to $0$ if $3a<2c$ and to infinity if $2c<3a$. The step `key` identifies the two forms of the ratio, using `Fin 3` and `Fin 2` as mode labels, and the general theorems supply the limits. The balanced case $3a=2c$ is left to the middle clause of `isotopeRatio_lowT`.

```lean
/-- For three equal well modes `a > 0`, two equal saddle modes `c > 0` and `0 < s < 1`, the
light-to-heavy ratio tends to `1 / s` at high temperature; at low temperature it tends to zero if
`3 a < 2 c` and to infinity if `2 c < 3 a`. -/
theorem cubic_isotope_effect {a c : ℝ} (ha : 0 < a) (hc : 0 < c) (hs : 0 < s) (hs1 : s < 1) :
    Tendsto (fun b => cubicFactor a c b 1 / cubicFactor a c b s) (𝓝[>] 0) (𝓝 (1 / s)) ∧
    (3 * a < 2 * c →
      Tendsto (fun b => cubicFactor a c b 1 / cubicFactor a c b s) atTop (𝓝 0)) ∧
    (2 * c < 3 * a →
      Tendsto (fun b => cubicFactor a c b 1 / cubicFactor a c b s) atTop atTop) := by
  have key : isotopeRatio s (fun _ : Fin 3 => a) (fun _ : Fin 2 => c)
      = fun b => cubicFactor a c b 1 / cubicFactor a c b s := by
    funext b
    simp only [isotopeRatio, rateFactor, cubicFactor, Finset.prod_const, Finset.card_univ,
      Fintype.card_fin, mul_one, ← mul_assoc b s]
  have low := isotopeRatio_lowT (a := fun _ : Fin 3 => a) (c := fun _ : Fin 2 => c)
    hs hs1 (fun _ => ha) (fun _ => hc)
  rw [← key]
  exact ⟨isotopeRatio_highT hs (fun _ => ha) (fun _ => hc) (by simp),
    fun h => low.1 (by simpa using h), fun h => low.2.2 (by simpa using h)⟩

end

end HydrogenIsotopeDiffusion
```

```lean
#print axioms HydrogenIsotopeDiffusion.isotopeRatio_lowT
#print axioms HydrogenIsotopeDiffusion.cubic_isotope_effect
```

```
'HydrogenIsotopeDiffusion.isotopeRatio_lowT' depends on axioms: [propext, Classical.choice, Quot.sound]
'HydrogenIsotopeDiffusion.cubic_isotope_effect' depends on axioms: [propext, Classical.choice, Quot.sound]
```
